# Matching at a flat dielectric interface fixes the two image charges of a point charge

The plane \(z=0\) separates two uniform, linear dielectrics. The upper one, \(z>0\), has permittivity \(\varepsilon_1\), and the lower one, \(z<0\), has permittivity \(\varepsilon_2\); both are positive. A permittivity stands for the polarisation of the medium: in Gaussian units, which are used throughout, a charge \(c\) embedded in a uniform medium \(\varepsilon\) has the potential \(c/(\varepsilon r)\) at distance \(r\). A point charge \(q\) sits on the \(z\)-axis at height \(d>0\).

The potentials have the image form. Seen from above, the polarised interface is represented by an image charge \(q_1\) at height \(-d\). Seen from below, the source and the interface together are represented by one effective charge \(q_2\) at height \(d\). The question is which values of \(q_1\) and \(q_2\) satisfy the boundary conditions.

```lean
import Mathlib

open Filter Topology

namespace DielectricImageCharge

noncomputable section
```

The first line loads Mathlib, the body of formal mathematics on which the proofs rest. The `open` line makes the notation for limits available, and the namespace is a common prefix for all the names that follow.

## Potentials and boundary conditions

```lean
/-- Distance from the point (x, y, z) to the point at height h on the z-axis. -/
def radius (h x y z : ℝ) : ℝ := √(x ^ 2 + y ^ 2 + (z - h) ^ 2)
```

A `def` introduces a named function. Here `radius h x y z` is the distance from the point \((x,y,z)\) to the point at height \(h\) on the axis,

\[
R_h(x,y,z)=\sqrt{x^2+y^2+(z-h)^2}.
\]

All arguments are real numbers, as `ℝ` says. The two distances needed are \(R_d\) and \(R_{-d}\).

```lean
/-- Potential in the upper medium: the charge q at height d and an image q₁ at height -d.
The domain is ε₁ ≠ 0 and points away from both charges. -/
def potentialAbove (ε₁ q q₁ d x y z : ℝ) : ℝ :=
  (q / radius d x y z + q₁ / radius (-d) x y z) / ε₁
```

This is the potential in the upper medium,

\[
\phi_1=\frac{1}{\varepsilon_1}\left(\frac{q}{R_d}+\frac{q_1}{R_{-d}}\right).
\]

The image charge `q₁` is a free argument, so nothing about its value has been assumed.

```lean
/-- Potential in the lower medium: an effective charge q₂ at height d.
The domain is ε₂ ≠ 0 and points away from that charge. -/
def potentialBelow (ε₂ q₂ d x y z : ℝ) : ℝ := q₂ / radius d x y z / ε₂
```

The potential in the lower medium is \(\phi_2=q_2/(\varepsilon_2R_d)\), again with `q₂` left free.

```lean
/-- Interface conditions at (x, y, 0): the potential and the permittivity times its
z-derivative agree on the two sides. -/
def MatchesAt (ε₁ ε₂ q q₁ q₂ d x y : ℝ) : Prop :=
  potentialAbove ε₁ q q₁ d x y 0 = potentialBelow ε₂ q₂ d x y 0 ∧
  ε₁ * deriv (fun z => potentialAbove ε₁ q q₁ d x y z) 0 =
    ε₂ * deriv (fun z => potentialBelow ε₂ q₂ d x y z) 0
```

`MatchesAt` is a `Prop`, that is, a statement which may be true or false for given arguments. It says that at the interface point \((x,y,0)\)

\[
\phi_1=\phi_2
\qquad\text{and}\qquad
\varepsilon_1\,\partial_z\phi_1=\varepsilon_2\,\partial_z\phi_2 .
\]

The first condition is continuity of the potential. The second is continuity of the normal component of the displacement field, \(D_z=-\varepsilon\,\partial_z\phi\), with the common minus sign left out; it expresses that the interface carries no free charge. Both conditions are postulated here as the physics of the interface.

The expression `fun z => ...` is the potential as a function of \(z\) alone, and `deriv ... 0` is its derivative at \(z=0\). Each formula is differentiated as a smooth function on both sides of the plane, which gives the same number as the one-sided derivative taken within its own medium.

```lean
/-- The z-component of the force on the charge q at height d exerted by the image q₁ at
height -d in a medium ε₁. The domain is ε₁ ≠ 0 and d ≠ 0. -/
def imageForce (ε₁ q q₁ d : ℝ) : ℝ :=
  -q * deriv (fun z => q₁ / radius (-d) 0 0 z / ε₁) d
```

The force on the real charge is \(-q\) times the \(z\)-derivative of the image's potential, taken at the position of the charge:

\[
F_z=-q\,\left.\frac{\partial}{\partial z}\frac{q_1}{\varepsilon_1R_{-d}(0,0,z)}\right|_{z=d}.
\]

The image stays at \(-d\) while \(z\) varies, and \(d\) is inserted only afterwards. The field of \(q\) itself is left out, as usual for a point charge.

## Distances and the Coulomb derivative

```lean
/-- Points of the interface are equally far from the heights d and -d. -/
theorem radius_mirror (d x y : ℝ) : radius (-d) x y 0 = radius d x y 0 := by
  unfold radius
  congr 1
  ring
```

A `theorem` has its statement after the colon and its proof after `:=`. This one says \(R_{-d}(x,y,0)=R_d(x,y,0)\). By hand, both equal \(\sqrt{x^2+y^2+d^2}\), because \((0+d)^2=(0-d)^2\). In the proof, `congr 1` reduces the equality of the roots to equality of the expressions under them, and `ring` checks that by algebra.

```lean
/-- A charge at height d > 0 has positive distance to every point of the interface. -/
theorem radius_interface_pos {d : ℝ} (hd : 0 < d) (x y : ℝ) : 0 < radius d x y 0 :=
  Real.sqrt_pos.2 (by nlinarith [sq_nonneg x, sq_nonneg y, pow_pos hd 2])
```

If \(d>0\), the common distance is positive at every interface point, since \(x^2+y^2+d^2\ge d^2>0\). The hypothesis \(d>0\) appears as `hd`, a named assumption that the proof can use.

```lean
/-- The z-derivative of the Coulomb potential of a charge c at height h, away from the charge. -/
theorem hasDerivAt_coulomb (c h x y z : ℝ) (hr : 0 < radius h x y z) :
    HasDerivAt (fun t => c / radius h x y t) (-c * (z - h) / radius h x y z ^ 3) z := by
  have hpos : 0 < x ^ 2 + y ^ 2 + (z - h) ^ 2 := Real.sqrt_pos.1 hr
  have hs : HasDerivAt (fun t : ℝ => x ^ 2 + y ^ 2 + (t - h) ^ 2) (2 * (z - h)) z :=
    ((((hasDerivAt_id' z).sub_const h).fun_pow 2).const_add (x ^ 2 + y ^ 2)).congr_deriv
      (by norm_num)
  have hR : HasDerivAt (fun t => radius h x y t) (2 * (z - h) / (2 * radius h x y z)) z :=
    hs.sqrt hpos.ne'
  -- quotient rule for a constant over the distance
  refine ((hasDerivAt_const z c).fun_div hR hr.ne').congr_deriv ?_
  simp only [zero_mul, zero_sub]
  ring
```

For a charge \(c\) at height \(h\), and at any point with \(R_h>0\), the statement is

\[
\frac{\partial}{\partial z}\frac{c}{R_h}=-\frac{c\,(z-h)}{R_h^3}.
\]

By hand, the expression under the root has \(z\)-derivative \(2(z-h)\), so the chain rule gives

\[
\frac{\partial R_h}{\partial z}=\frac{2(z-h)}{2R_h}=\frac{z-h}{R_h},
\qquad
\frac{\partial}{\partial z}\frac{c}{R_h}=-\frac{c}{R_h^2}\,\frac{z-h}{R_h}.
\]

In the proof, `hs` is the derivative under the root, `hR` is the chain rule, and the last three lines are the quotient rule and a simplification. `HasDerivAt` states that the function is differentiable at the point and has the given derivative. This matters because `deriv` returns 0 for a function that is not differentiable.

## Two linear equations for the charges

```lean
/-- At a single interface point the boundary conditions hold exactly when the two charges
have the image-charge values. -/
theorem matchesAt_iff {ε₁ ε₂ d : ℝ} (h₁ : 0 < ε₁) (h₂ : 0 < ε₂) (hd : 0 < d)
    (q q₁ q₂ x y : ℝ) :
    MatchesAt ε₁ ε₂ q q₁ q₂ d x y ↔
      q₁ = q * (ε₁ - ε₂) / (ε₁ + ε₂) ∧ q₂ = 2 * ε₂ * q / (ε₁ + ε₂) := by
  have hr := radius_interface_pos hd x y
  have hr' : 0 < radius (-d) x y 0 := by rw [radius_mirror]; exact hr
  have hs : ε₁ + ε₂ ≠ 0 := by positivity
  have k₁ : ∀ a : ℝ, ε₁ * (a / ε₁) = a := fun a => by field_simp
  have k₂ : ∀ a : ℝ, ε₂ * (a / ε₂) = a := fun a => by field_simp
  -- normal displacement on the two sides
  have f₁ : ε₁ * deriv (fun z => potentialAbove ε₁ q q₁ d x y z) 0 =
      (q - q₁) * d / radius d x y 0 ^ 3 := by
    have h : HasDerivAt (fun z => potentialAbove ε₁ q q₁ d x y z) _ 0 :=
      ((hasDerivAt_coulomb q d x y 0 hr).fun_add
        (hasDerivAt_coulomb q₁ (-d) x y 0 hr')).div_const ε₁
    rw [h.deriv, k₁, radius_mirror]
    ring
  have f₂ : ε₂ * deriv (fun z => potentialBelow ε₂ q₂ d x y z) 0 =
      q₂ * d / radius d x y 0 ^ 3 := by
    have h : HasDerivAt (fun z => potentialBelow ε₂ q₂ d x y z) _ 0 :=
      (hasDerivAt_coulomb q₂ d x y 0 hr).div_const ε₂
    rw [h.deriv, k₂]
    ring
  -- both conditions become linear equations for the charges
  have hv : potentialAbove ε₁ q q₁ d x y 0 = potentialBelow ε₂ q₂ d x y 0 ↔
      ε₂ * (q + q₁) = ε₁ * q₂ := by
    unfold potentialAbove potentialBelow
    rw [radius_mirror, ← add_div, div_div, div_div,
      div_eq_div_iff (by positivity) (by positivity)]
    constructor
    · intro h
      apply mul_left_cancel₀ hr.ne'
      linear_combination h
    · intro h
      linear_combination radius d x y 0 * h
  have hf : (q - q₁) * d / radius d x y 0 ^ 3 = q₂ * d / radius d x y 0 ^ 3 ↔
      q - q₁ = q₂ := by
    constructor
    · intro h
      exact mul_right_cancel₀ hd.ne' ((div_left_inj' (pow_pos hr 3).ne').1 h)
    · intro h
      rw [h]
  unfold MatchesAt
  rw [f₁, f₂, hv, hf, eq_div_iff hs, eq_div_iff hs]
  constructor
  · rintro ⟨a, b⟩
    constructor
    · linear_combination a - ε₁ * b
    · linear_combination -a - ε₂ * b
  · rintro ⟨a, b⟩
    constructor
    · apply mul_left_cancel₀ hs
      linear_combination ε₂ * a - ε₁ * b
    · apply mul_left_cancel₀ hs
      linear_combination -a - b
```

For positive \(\varepsilon_1\), \(\varepsilon_2\) and \(d\), any real charges and any single interface point, the boundary conditions hold there if and only if

\[
q_1=q\,\frac{\varepsilon_1-\varepsilon_2}{\varepsilon_1+\varepsilon_2},
\qquad
q_2=\frac{2\varepsilon_2\,q}{\varepsilon_1+\varepsilon_2}.
\]

The symbol `↔` means "if and only if", and `∧` means "and".

To derive this by hand, write \(R=\sqrt{x^2+y^2+d^2}\) for the common distance. Continuity of the potential reads

\[
\frac{q+q_1}{\varepsilon_1R}=\frac{q_2}{\varepsilon_2R}
\quad\Longleftrightarrow\quad
\varepsilon_2(q+q_1)=\varepsilon_1q_2 .
\]

For the derivatives, set \(z=0\) in the Coulomb formula. A charge \(c\) at height \(d\) contributes \(+cd/R^3\), and a charge \(c\) at height \(-d\) contributes \(-cd/R^3\). The permittivities cancel against those in the potentials, so

\[
\frac{(q-q_1)\,d}{R^3}=\frac{q_2\,d}{R^3}
\quad\Longleftrightarrow\quad
q-q_1=q_2 .
\]

The position \((x,y)\) has dropped out of both equations, which is why one point is enough. Inserting \(q_2=q-q_1\) into the first equation gives

\[
\varepsilon_2q+\varepsilon_2q_1=\varepsilon_1q-\varepsilon_1q_1
\quad\Longrightarrow\quad
(\varepsilon_1+\varepsilon_2)\,q_1=(\varepsilon_1-\varepsilon_2)\,q,
\]

and then \(q_2=q-q_1=2\varepsilon_2q/(\varepsilon_1+\varepsilon_2)\).

Conversely, these values give \(q+q_1=2\varepsilon_1q/(\varepsilon_1+\varepsilon_2)\), so that \(\varepsilon_2(q+q_1)=\varepsilon_1q_2\), and they give \(q-q_1=q_2\). Both conditions therefore hold.

The formal proof has the same layout:

- `f₁` and `f₂` compute permittivity times derivative on the two sides.
- `hv` turns continuity of the potential into the first linear equation.
- `hf` turns the derivative condition into the second, cancelling \(d\) and \(R^3\), both nonzero.
- The final part solves the system in each direction. There `a` and `b` name the two equations at hand, and `linear_combination a - ε₁ * b` says that the first equation minus \(\varepsilon_1\) times the second yields the goal. Lean checks the remaining algebra.

```lean
/-- The potentials satisfy the dielectric boundary conditions on the whole interface exactly
when q₁ and q₂ have the image-charge values. -/
theorem dielectric_image_charges {ε₁ ε₂ d : ℝ} (h₁ : 0 < ε₁) (h₂ : 0 < ε₂) (hd : 0 < d)
    (q q₁ q₂ : ℝ) :
    (∀ x y, MatchesAt ε₁ ε₂ q q₁ q₂ d x y) ↔
      q₁ = q * (ε₁ - ε₂) / (ε₁ + ε₂) ∧ q₂ = 2 * ε₂ * q / (ε₁ + ε₂) :=
  ⟨fun h => (matchesAt_iff h₁ h₂ hd q q₁ q₂ 0 0).1 (h 0 0),
    fun h x y => (matchesAt_iff h₁ h₂ hd q q₁ q₂ x y).2 h⟩
```

This is the version for the whole plane: `∀ x y` means "for all \(x\) and \(y\)". If matching holds everywhere, it holds at the origin, and the previous theorem gives the charges. If the charges have the stated values, the previous theorem gives matching at each point. The two entries between `⟨` and `⟩` are these two directions.

The theorem selects the charges within the image form of the potentials. That this form solves Poisson's equation in each half-space, and that with these charges it is the only solution which meets the interface conditions and decays at infinity, is standard electrostatics which the file leaves aside.

When \(\varepsilon_1=\varepsilon_2\), the formulas reduce to \(q_1=0\) and \(q_2=q\): the interface disappears and the Coulomb potential of \(q\) in a single uniform medium remains.

## Attraction, repulsion and the conductor limit

```lean
/-- The force exerted on the charge q by its dielectric image, as a function of the height d. -/
theorem imageForce_eq {ε₁ ε₂ d : ℝ} (h₁ : 0 < ε₁) (h₂ : 0 < ε₂) (hd : 0 < d) (q : ℝ) :
    imageForce ε₁ q (q * (ε₁ - ε₂) / (ε₁ + ε₂)) d =
      q ^ 2 * (ε₁ - ε₂) / (4 * ε₁ * (ε₁ + ε₂) * d ^ 2) := by
  have hs : 0 < ε₁ + ε₂ := add_pos h₁ h₂
  -- the charge and its image are a distance 2d apart
  have hR : radius (-d) 0 0 d = 2 * d := by
    unfold radius
    rw [show (0 : ℝ) ^ 2 + 0 ^ 2 + (d - -d) ^ 2 = (2 * d) ^ 2 by ring,
      Real.sqrt_sq (by positivity)]
  have hD := (hasDerivAt_coulomb (q * (ε₁ - ε₂) / (ε₁ + ε₂)) (-d) 0 0 d
    (by rw [hR]; positivity)).div_const ε₁
  have k : 2 * d / (2 * d) ^ 3 = 1 / (4 * d ^ 2) := by
    rw [div_eq_div_iff (by positivity) (by positivity)]
    ring
  unfold imageForce
  rw [hD.deriv, hR]
  -- treat the sum and the difference of the permittivities as single quantities
  generalize ε₁ + ε₂ = s
  generalize ε₁ - ε₂ = t
  linear_combination (q * (q * t / s) / ε₁) * k
```

With the image charge just found, the force is

\[
F_z=\frac{q^2(\varepsilon_1-\varepsilon_2)}{4\varepsilon_1(\varepsilon_1+\varepsilon_2)\,d^2}.
\]

By hand, the charge and its image are \(2d\) apart, so the Coulomb derivative at the charge is

\[
\frac{1}{\varepsilon_1}\left(-\frac{q_1\cdot 2d}{(2d)^3}\right)=-\frac{q_1}{4\varepsilon_1d^2}.
\]

Multiplying by \(-q\) gives \(F_z=qq_1/(4\varepsilon_1d^2)\), and inserting \(q_1\) gives the result. In the proof, `hR` is the distance \(2d\), `hD` is the derivative, and `k` is the simplification \(2d/(2d)^3=1/(4d^2)\). The two `generalize` lines replace the sum and difference of the permittivities by single letters, which keeps the closing algebra short.

For a single ion near a boundary, this force represents the effect of the polarised interface, provided that the boundary is modelled as one sharp plane between two uniform, linear media. When several ions are present, each of them also feels the images of the others, which this formula does not include.

```lean
/-- A nonzero charge is pulled towards the interface exactly when the medium on the other
side has the larger permittivity. -/
theorem imageForce_neg_iff {ε₁ ε₂ d q : ℝ} (h₁ : 0 < ε₁) (h₂ : 0 < ε₂) (hd : 0 < d)
    (hq : q ≠ 0) :
    imageForce ε₁ q (q * (ε₁ - ε₂) / (ε₁ + ε₂)) d < 0 ↔ ε₁ < ε₂ := by
  have hq2 : 0 < q ^ 2 := by positivity
  rw [imageForce_eq h₁ h₂ hd, div_lt_iff₀ (by positivity), zero_mul]
  constructor
  · intro h
    by_contra hc
    have := mul_nonneg hq2.le (sub_nonneg.2 (not_lt.1 hc))
    linarith
  · intro h
    exact mul_neg_of_pos_of_neg hq2 (sub_neg.2 h)
```

For \(q\neq0\) and positive permittivities, the force component is negative exactly when \(\varepsilon_1<\varepsilon_2\). Since the charge sits at \(z=d>0\), a negative component points towards the interface. By hand, the denominator in the force formula is positive and so is \(q^2\), which leaves the sign of \(\varepsilon_1-\varepsilon_2\). The proof clears the denominator with `div_lt_iff₀` and then treats the two directions separately, the first by contradiction. The sign of \(q\) plays no part: an ion in water near a medium of lower permittivity is repelled in this model, whether it is a cation or an anion.

```lean
/-- As the permittivity of the lower medium grows without bound, the image charge tends to -q. -/
theorem image_charge_tendsto (ε₁ q : ℝ) :
    Tendsto (fun ε₂ : ℝ => q * (ε₁ - ε₂) / (ε₁ + ε₂)) atTop (𝓝 (-q)) := by
  have hlim : Tendsto (fun ε₂ : ℝ => -q + 2 * q * ε₁ / (ε₁ + ε₂)) atTop (𝓝 (-q + 0)) :=
    tendsto_const_nhds.add
      (tendsto_const_nhds.div_atTop (tendsto_atTop_add_const_left atTop ε₁ tendsto_id))
  rw [add_zero] at hlim
  refine hlim.congr' ?_
  filter_upwards [eventually_gt_atTop (-ε₁)] with ε₂ h
  have hs : ε₁ + ε₂ ≠ 0 := by linarith
  rw [eq_div_iff hs, add_mul, div_mul_cancel₀ _ hs]
  ring

end

end DielectricImageCharge
```

The last theorem takes the limit of a strongly polarisable lower medium:

\[
\lim_{\varepsilon_2\to\infty}q\,\frac{\varepsilon_1-\varepsilon_2}{\varepsilon_1+\varepsilon_2}=-q .
\]

In Lean, `Tendsto f atTop (𝓝 a)` says that \(f\) approaches \(a\) as its argument grows without bound. By hand, one splits off the limiting value,

\[
q\,\frac{\varepsilon_1-\varepsilon_2}{\varepsilon_1+\varepsilon_2}=-q+\frac{2q\varepsilon_1}{\varepsilon_1+\varepsilon_2},
\]

and the last term tends to zero. The proof establishes the limit of the right-hand side as `hlim`. It then transfers the limit to the left-hand side, because the two agree whenever \(\varepsilon_2>-\varepsilon_1\), hence for all sufficiently large \(\varepsilon_2\).

The value \(-q\) is the image charge for a grounded conducting plane. The other formulas fit this picture: as \(\varepsilon_2\) grows, \(q_2\) approaches \(2q\), but the lower potential \(q_2/(\varepsilon_2R_d)\) goes to zero at each fixed point below the plane, and the force approaches \(-q^2/(4\varepsilon_1d^2)\).

```lean
#print axioms DielectricImageCharge.dielectric_image_charges
-- 'DielectricImageCharge.dielectric_image_charges' depends on axioms: [propext, Classical.choice, Quot.sound]
#print axioms DielectricImageCharge.imageForce_neg_iff
-- 'DielectricImageCharge.imageForce_neg_iff' depends on axioms: [propext, Classical.choice, Quot.sound]
#print axioms DielectricImageCharge.image_charge_tendsto
-- 'DielectricImageCharge.image_charge_tendsto' depends on axioms: [propext, Classical.choice, Quot.sound]
```
